# Charge order at the minimum of the transformed kernel: a ±1 character as ground state among neutral patterns of fixed norm

The charges are modelled as arbitrary real numbers on the sites of a finite abelian group, constrained only by neutrality and by a sum of squares equal to the number of sites. Under these constraints, a nontrivial character with values 1 and −1 is a ground state of a translation-invariant pair interaction if it minimises the real part of the interaction kernel's Fourier transform among nontrivial characters.

In Lean 4 with Mathlib:

```lean
import Mathlib

open Finset ComplexConjugate

namespace ChargeOrdering

noncomputable section

variable {G : Type*} [AddCommGroup G] [Fintype G]

/-- The Fourier transform of a real function on the lattice, evaluated at a character. -/
def transform (f : G → ℝ) (χ : AddChar G ℂ) : ℂ := ∑ a, (f a : ℂ) * χ a

/-- The interaction energy of the charges `q` with pair kernel `K`. -/
def energy (K q : G → ℝ) : ℝ := 1 / 2 * ∑ a, ∑ b, K (a - b) * q a * q b

/-- The neutral charge patterns whose squared charges sum to the number of sites. -/
def admissible (G : Type*) [AddCommGroup G] [Fintype G] : Set (G → ℝ) :=
  {q | ∑ a, q a = 0 ∧ ∑ a, q a ^ 2 = (Fintype.card G : ℝ)}

/-- The charge pattern given by the real part of a character. -/
def pattern (s : AddChar G ℂ) : G → ℝ := fun a => (s a).re

/-- The Fourier transform of an even real kernel is real. -/
theorem transform_im_of_even (K : G → ℝ) (hK : ∀ a, K (-a) = K a) (χ : AddChar G ℂ) :
    (transform K χ).im = 0 := by
  rw [← Complex.conj_eq_iff_im, transform, map_sum,
    ← Equiv.sum_comp (Equiv.neg G) (fun a => (K a : ℂ) * χ a)]
  refine sum_congr rfl fun a _ => ?_
  rw [Equiv.neg_apply, hK, AddChar.map_neg_eq_conj, map_mul, Complex.conj_ofReal]

/-- Fourier inversion: a real function on the lattice is recovered from its transform. -/
theorem inversion (f : G → ℝ) (d : G) :
    ∑ χ : AddChar G ℂ, transform f χ * χ (-d) = (Fintype.card G : ℂ) * f d := by
  classical
  simp only [transform, sum_mul]
  rw [sum_comm]
  -- orthogonality of characters leaves only the site `d`
  have h : ∀ a, ∑ χ : AddChar G ℂ, (f a : ℂ) * χ a * χ (-d) =
      if a = d then (Fintype.card G : ℂ) * f d else 0 := by
    intro a
    have h1 : ∑ χ : AddChar G ℂ, (f a : ℂ) * χ a * χ (-d) =
        f a * ∑ χ : AddChar G ℂ, χ (a - d) := by
      rw [mul_sum]
      refine sum_congr rfl fun χ _ => ?_
      rw [sub_eq_add_neg, AddChar.map_add_eq_mul, mul_assoc]
    rw [h1, AddChar.sum_apply_eq_ite]
    by_cases had : a = d
    · subst had
      simp [mul_comm]
    · simp [had, sub_eq_zero]
  rw [sum_congr rfl fun a _ => h a]
  simp

/-- The energy is diagonal in Fourier space: the energy times twice the number of sites is the sum
over characters of the real part of the transformed kernel times the squared modulus of the charge
amplitude. -/
theorem energy_spectral (K q : G → ℝ) :
    2 * (Fintype.card G : ℝ) * energy K q =
      ∑ χ : AddChar G ℂ, (transform K χ).re * Complex.normSq (transform q χ) := by
  have hn : ∀ χ : AddChar G ℂ, (Complex.normSq (transform q χ) : ℂ) =
      ∑ a, ∑ b, (q a : ℂ) * q b * χ (-(a - b)) := by
    intro χ
    rw [← Complex.mul_conj, mul_comm, transform, map_sum, sum_mul_sum]
    refine sum_congr rfl fun a _ => sum_congr rfl fun b _ => ?_
    have hab : -(a - b) = -a + b := by abel
    rw [hab, AddChar.map_add_eq_mul, AddChar.map_neg_eq_conj, map_mul, Complex.conj_ofReal]
    ring
  have h0 : 2 * (Fintype.card G : ℝ) * energy K q =
      ∑ a, ∑ b, (Fintype.card G : ℝ) * K (a - b) * (q a * q b) := by
    simp only [energy, mul_sum]
    refine sum_congr rfl fun a _ => sum_congr rfl fun b _ => ?_
    ring
  -- insert the inversion formula for the kernel and exchange the sums
  have h : ((2 * (Fintype.card G : ℝ) * energy K q : ℝ) : ℂ) =
      ∑ χ : AddChar G ℂ, transform K χ * (Complex.normSq (transform q χ) : ℂ) := by
    rw [h0]
    push_cast
    simp only [← inversion, hn, mul_sum, sum_mul]
    symm
    rw [sum_comm]
    refine sum_congr rfl fun a _ => ?_
    rw [sum_comm]
    refine sum_congr rfl fun b _ => sum_congr rfl fun χ _ => ?_
    ring
  have hre := congrArg Complex.re h
  rw [Complex.ofReal_re, Complex.re_sum] at hre
  simpa only [Complex.re_mul_ofReal] using hre

/-- Parseval's identity for real charges on the lattice. -/
theorem parseval (q : G → ℝ) :
    ∑ χ : AddChar G ℂ, Complex.normSq (transform q χ) =
      (Fintype.card G : ℝ) * ∑ a, q a ^ 2 := by
  classical
  -- the point kernel has a constant transform
  have h := energy_spectral (fun a : G => if a = 0 then (1 : ℝ) else 0) q
  have ht : ∀ χ : AddChar G ℂ,
      transform (fun a : G => if a = 0 then (1 : ℝ) else 0) χ = 1 := by
    intro χ
    rw [transform, sum_eq_single 0] <;> simp +contextual
  have he : energy (fun a : G => if a = 0 then (1 : ℝ) else 0) q = 1 / 2 * ∑ a, q a ^ 2 := by
    simp [energy, sub_eq_zero, pow_two]
  simp only [ht, he, Complex.one_re, one_mul] at h
  linarith

/-- A character with values 1 and -1, taken as a charge pattern, has an energy per site of half
the real part of the transformed kernel at that character. -/
theorem energy_pattern (K : G → ℝ) (s : AddChar G ℂ) (hs : ∀ a, s a = 1 ∨ s a = -1) :
    energy K (pattern s) = (Fintype.card G : ℝ) / 2 * (transform K s).re := by
  have hm : ∀ a b, (s a).re * (s b).re = (s (a - b)).re := by
    intro a b
    have h : s a = s (a - b) * s b := by rw [← AddChar.map_add_eq_mul, sub_add_cancel]
    rw [h]
    rcases hs (a - b) with h1 | h1 <;> rcases hs b with h2 | h2 <;> simp [h1, h2]
  have ht : (transform K s).re = ∑ c, K c * (s c).re := by
    simp only [transform, Complex.re_sum, Complex.re_ofReal_mul]
  -- every site sees the same potential energy
  have hrow : ∀ a, ∑ b, K (a - b) * (s a).re * (s b).re = (transform K s).re := by
    intro a
    rw [ht, ← Equiv.sum_comp (Equiv.subLeft a) (fun c => K c * (s c).re)]
    refine sum_congr rfl fun b _ => ?_
    rw [mul_assoc, hm, Equiv.subLeft_apply]
  simp only [energy, pattern, hrow, sum_const, card_univ, nsmul_eq_mul]
  ring

/-- Let a character `s` with values 1 and -1 minimise the real part of the transformed kernel among
nontrivial characters. Then the excess energy of an admissible pattern over `s`, times twice the
number of sites, is the given sum over characters, and no term of the sum is negative. -/
theorem excess_energy (K : G → ℝ) (s : AddChar G ℂ) (hs : ∀ a, s a = 1 ∨ s a = -1)
    (hmin : ∀ χ : AddChar G ℂ, χ ≠ 1 → (transform K s).re ≤ (transform K χ).re)
    (q : G → ℝ) (hq : q ∈ admissible G) :
    2 * (Fintype.card G : ℝ) * (energy K q - energy K (pattern s)) =
      ∑ χ : AddChar G ℂ,
        ((transform K χ).re - (transform K s).re) * Complex.normSq (transform q χ) ∧
    ∀ χ : AddChar G ℂ,
      0 ≤ ((transform K χ).re - (transform K s).re) * Complex.normSq (transform q χ) := by
  constructor
  · simp only [sub_mul, sum_sub_distrib]
    rw [← mul_sum, parseval, hq.2, ← energy_spectral, energy_pattern K s hs]
    ring
  · intro χ
    by_cases h : χ = 1
    · -- neutrality removes the trivial character
      have h0 : transform q χ = 0 := by
        subst h
        simp only [transform, AddChar.one_apply, mul_one]
        exact_mod_cast hq.1
      simp [h0]
    · exact mul_nonneg (sub_nonneg.mpr (hmin χ h)) (Complex.normSq_nonneg _)

/-- Charge ordering: a nontrivial character with values 1 and -1 that minimises the real part of
the transformed kernel among nontrivial characters is an admissible pattern of least energy. -/
theorem character_is_ground_state (K : G → ℝ) (s : AddChar G ℂ) (hs1 : s ≠ 1)
    (hs : ∀ a, s a = 1 ∨ s a = -1)
    (hmin : ∀ χ : AddChar G ℂ, χ ≠ 1 → (transform K s).re ≤ (transform K χ).re) :
    pattern s ∈ admissible G ∧ ∀ q ∈ admissible G, energy K (pattern s) ≤ energy K q := by
  refine ⟨⟨?_, ?_⟩, fun q hq => ?_⟩
  · simp only [pattern]
    rw [← Complex.re_sum, AddChar.sum_eq_zero_of_ne_one hs1, Complex.zero_re]
  · have h : ∀ a, pattern s a ^ 2 = 1 := by
      intro a
      rcases hs a with h | h <;> simp [pattern, h]
    simp [h]
  · obtain ⟨he, hn⟩ := excess_energy K s hs hmin q hq
    have hN : (0 : ℝ) < Fintype.card G := Nat.cast_pos.mpr Fintype.card_pos
    have h0 := he.symm ▸ sum_nonneg fun χ _ => hn χ
    exact sub_nonneg.mp (nonneg_of_mul_nonneg_right h0 (by positivity))

/-- If a character `s` with values 1 and -1 minimises the real part of the transformed kernel among
nontrivial characters, an admissible pattern has the same energy as `s` exactly when it has no
amplitude at nontrivial characters where that real part is larger than at `s`. -/
theorem degenerate_iff (K : G → ℝ) (s : AddChar G ℂ) (hs : ∀ a, s a = 1 ∨ s a = -1)
    (hmin : ∀ χ : AddChar G ℂ, χ ≠ 1 → (transform K s).re ≤ (transform K χ).re)
    (q : G → ℝ) (hq : q ∈ admissible G) :
    energy K q = energy K (pattern s) ↔
      ∀ χ : AddChar G ℂ, χ ≠ 1 → (transform K s).re < (transform K χ).re →
        transform q χ = 0 := by
  obtain ⟨he, hn⟩ := excess_energy K s hs hmin q hq
  have hN : (0 : ℝ) < Fintype.card G := Nat.cast_pos.mpr Fintype.card_pos
  constructor
  · intro h χ _ hlt
    rw [h, sub_self, mul_zero] at he
    have hz := (sum_eq_zero_iff_of_nonneg fun χ _ => hn χ).mp he.symm χ (mem_univ χ)
    exact Complex.normSq_eq_zero.mp
      ((mul_eq_zero.mp hz).resolve_left (sub_pos.mpr hlt).ne')
  · intro h
    have hz : ∀ χ : AddChar G ℂ,
        ((transform K χ).re - (transform K s).re) * Complex.normSq (transform q χ) = 0 := by
      intro χ
      by_cases h1 : χ = 1
      · have h0 : transform q χ = 0 := by
          subst h1
          simp only [transform, AddChar.one_apply, mul_one]
          exact_mod_cast hq.1
        simp [h0]
      · rcases (hmin χ h1).eq_or_lt with h2 | h2
        · simp [h2]
        · simp [h χ h1 h2]
    rw [sum_eq_zero fun χ _ => hz χ] at he
    exact sub_eq_zero.mp ((mul_eq_zero.mp he).resolve_left (by positivity))

end

end ChargeOrdering
```

```lean
#print axioms ChargeOrdering.transform_im_of_even
#print axioms ChargeOrdering.character_is_ground_state
#print axioms ChargeOrdering.degenerate_iff
```

```
'ChargeOrdering.transform_im_of_even' depends on axioms: [propext, Classical.choice, Quot.sound]
'ChargeOrdering.character_is_ground_state' depends on axioms: [propext, Classical.choice, Quot.sound]
'ChargeOrdering.degenerate_iff' depends on axioms: [propext, Classical.choice, Quot.sound]
```

## Lattice, charges and kernel

The group `G` is a periodic supercell of a Bravais lattice with $N$ sites, one per primitive cell, and $a-b$ is a separation modulo the cell. A character `χ : AddChar G ℂ` turns addition into multiplication, $\chi(a+b)=\chi(a)\chi(b)$; it is the plane wave of an allowed wave vector, and `1` is the wave at zero wave vector. The conventions are

$$\hat f(\chi)=\sum_a f(a)\chi(a),\qquad E(q)=\tfrac12\sum_{a,b}K(a-b)q_aq_b .$$

The terms $a=b$ are included, but on `admissible G` they add only the constant $NK(0)/2$.

In `character_is_ground_state`, `hs1` says that $s$ is nontrivial, `hs` that its values are ±1, and `hmin` that $m=\operatorname{Re}\hat K(s)$ is the least value of $\operatorname{Re}\hat K$ among nontrivial characters. The conclusion is that `pattern s`, the real charges $s(a)$, is admissible and that no admissible pattern has lower energy. Evenness of $K$ is not assumed; `transform_im_of_even` shows that it makes $\hat K$ real.

For charge ordering in a supercell, this identifies a lowest-energy arrangement of classical charges with pair interactions, whose values vary continuously at a fixed sum of squares. Neutral patterns of charges ±1 are admissible, so $s$ also has the least energy among them. The periodic kernel is given, and whether a nontrivial ±1 character attains the minimum depends in general on the kernel and on the cell; with an odd number of sites there is no such character.

## From plane waves to the energy bound

Summing over characters gives $\sum_\chi\chi(a-d)=N$ if $a=d$, and zero otherwise. Hence (`inversion`)

$$\sum_\chi\hat K(\chi)\chi(-d)=\sum_aK(a)\sum_\chi\chi(a-d)=NK(d).$$

Since $\overline{\chi(a)}=\chi(-a)$ and $q$ is real, $|\hat q(\chi)|^2=\sum_{a,b}q_aq_b\,\chi(-(a-b))$. Inserting the inversion formula at $d=a-b$ into the energy and exchanging sums gives

$$2N E(q)=\sum_\chi\hat K(\chi)|\hat q(\chi)|^2 .$$

The left side is real, so only $\operatorname{Re}\hat K$ contributes. In `energy_spectral`, `sum_comm` exchanges the sums and `hre` takes the real part.

For the kernel that is 1 at the origin and 0 elsewhere, $\hat K=1$ and $E(q)=\frac12\sum_aq_a^2$. This gives `parseval`, $\sum_\chi|\hat q(\chi)|^2=N\sum_aq_a^2$, which is $N^2$ for admissible $q$.

For the pattern $s$, the values ±1 give $s(a)s(b)=s(a-b)$. With $c=a-b$, a reindexing done by `Equiv.subLeft`,

$$E(s)=\tfrac12\sum_a\sum_cK(c)s(c)=\tfrac N2\,m .$$

Thus $2NE(s)=N^2m=m\sum_\chi|\hat q(\chi)|^2$, and subtraction yields `excess_energy`:

$$2N\,[E(q)-E(s)]=\sum_\chi\bigl(\operatorname{Re}\hat K(\chi)-m\bigr)|\hat q(\chi)|^2 .$$

The trivial term vanishes because $\hat q(1)=\sum_aq_a=0$; the others are nonnegative by `hmin`. Dividing by $2N>0$ gives the bound.

The pattern $s$ is itself admissible. Its squares sum to $N$, and if $s(c)=-1$, shifting the sites by $c$ turns $\sum_as(a)$ into its negative, so the sum is zero.

A sum of nonnegative terms vanishes only if every term does. So `degenerate_iff` says that $q$ has the same energy as $s$ exactly when $\hat q$ vanishes at every nontrivial character with $\operatorname{Re}\hat K(\chi)>m$.

## Orthogonality over characters

The Mathlib lemma `AddChar.sum_apply_eq_ite` supplies the sum over characters at a fixed site. It is deeper than the sum over sites at a fixed character, for which a shift suffices: it needs, for every nonzero site, a character that differs from 1 there. In `inversion` it leaves only the term $a=d$.

## A ring of four sites

To check `hmin` for a given even kernel, one can tabulate $\hat K$ at the nonzero wave vectors of the cell and compare the values. Take four sites in a ring, with $K(0)=0$, $K(\pm1)=V$ and $K(2)=W$. Then $\hat K(k)=2V\cos k+W\cos2k$, which is $-W$ at $k=\pm\pi/2$ and $W-2V$ at $k=\pi$. The alternating pattern $+-+-$ belongs to $k=\pi$ and satisfies `hmin` when $W\le V$; its energy is $2W-4V$. At $W=V$ all nontrivial values coincide, and every admissible pattern is degenerate with it.
